# For the residual Lz²/2 with L ≥ 0, a good Broyden update from zero between distinct points x, x′ ≥ 0 has Frobenius norm L(x + x′)/2

The declaration concerns the scalar residual F(z) = Lz²/2 on the real line, with L ≥ 0, and two distinct points x, x′ ≥ 0. It states that F has derivative Lz at every z, and that a good Broyden update of the zero Jacobian, using the step x′ − x and the residual change F(x′) − F(x), has Frobenius norm L(x + x′)/2. For the norm, the attempt applies the earlier error balance with both the old and the reference Jacobian zero, which equates (x′ − x)² times the squared norm with the squared residual change. It then reduces the claim to an equality of squares, cancels the nonzero factor (x′ − x)², and leaves the remaining algebra to `linear_combination`.

As first written in Lean, the proof fails:

```lean
import Mathlib

open Finset
open scoped InnerProductSpace NNReal

namespace BroydenBoundedDeterioration

noncomputable section

variable {E G ι : Type*} [NormedAddCommGroup E] [InnerProductSpace ℝ E]
  [NormedAddCommGroup G] [InnerProductSpace ℝ G] [Fintype ι]

/-- The Frobenius norm of a linear map: the root of the summed squared lengths of its columns
in the orthonormal basis `b`. -/
def frob (b : OrthonormalBasis ι ℝ E) (T : E →L[ℝ] G) : ℝ :=
  √(∑ i, ‖T (b i)‖ ^ 2)

/-- `Bp` is a good Broyden update of `B` for the step `s` and the residual change `y`:
`‖s‖² (Bp - B) = (y - B s) sᵀ`. -/
def IsGoodBroydenUpdate (B : E →L[ℝ] G) (s : E) (y : G) (Bp : E →L[ℝ] G) : Prop :=
  ∀ v, ‖s‖ ^ 2 • (Bp v - B v) = ⟪s, v⟫_ℝ • (y - B s)

/-- The squared Frobenius norm is the sum of the squared column lengths. -/
theorem frob_sq (b : OrthonormalBasis ι ℝ E) (T : E →L[ℝ] G) :
    frob b T ^ 2 = ∑ i, ‖T (b i)‖ ^ 2 :=
  Real.sq_sqrt (sum_nonneg fun _ _ => sq_nonneg _)

/-- Expansion of the summed squared column lengths of `c T + r sᵀ`. -/
theorem sum_norm_sq_rank_one (b : OrthonormalBasis ι ℝ E) (T : E →L[ℝ] G) (c : ℝ)
    (s : E) (r : G) :
    ∑ i, ‖c • T (b i) + ⟪s, b i⟫_ℝ • r‖ ^ 2 =
      c ^ 2 * ∑ i, ‖T (b i)‖ ^ 2 + 2 * c * ⟪T s, r⟫_ℝ + ‖s‖ ^ 2 * ‖r‖ ^ 2 := by
  have term : ∀ (u : G) (a : ℝ), ‖c • u + a • r‖ ^ 2 =
      c ^ 2 * ‖u‖ ^ 2 + 2 * c * (a * ⟪u, r⟫_ℝ) + a ^ 2 * ‖r‖ ^ 2 := by
    intro u a
    rw [norm_add_sq_real, real_inner_smul_left, real_inner_smul_right]
    simp only [norm_smul, mul_pow, Real.norm_eq_abs, sq_abs]
    ring
  -- Parseval for `s`, and the expansion of `T s` in columns
  have h1 : ∑ i, ⟪s, b i⟫_ℝ ^ 2 = ‖s‖ ^ 2 := by
    rw [← real_inner_self_eq_norm_sq, ← b.sum_inner_mul_inner s s]
    refine sum_congr rfl fun i _ => ?_
    rw [real_inner_comm s (b i), sq]
  have h2 : ∑ i, ⟪s, b i⟫_ℝ * ⟪T (b i), r⟫_ℝ = ⟪T s, r⟫_ℝ := by
    have h := congrArg T (b.sum_repr' s)
    simp only [map_sum, map_smul] at h
    rw [← h, sum_inner]
    refine sum_congr rfl fun i _ => ?_
    rw [real_inner_smul_left, real_inner_comm s (b i)]
  rw [sum_congr rfl fun i _ => term (T (b i)) ⟪s, b i⟫_ℝ, sum_add_distrib, sum_add_distrib,
    ← mul_sum, ← mul_sum, ← sum_mul, h1, h2]

/-- Exact error balance of one good Broyden update against any reference Jacobian `A`. -/
theorem error_balance (b : OrthonormalBasis ι ℝ E) {B Bp : E →L[ℝ] G} (A : E →L[ℝ] G)
    {s : E} {y : G} (hs : s ≠ 0) (h : IsGoodBroydenUpdate B s y Bp) :
    ‖s‖ ^ 2 * frob b (Bp - A) ^ 2 + ‖(B - A) s‖ ^ 2 =
      ‖s‖ ^ 2 * frob b (B - A) ^ 2 + ‖y - A s‖ ^ 2 := by
  have key : ∀ i, ‖s‖ ^ 2 • (Bp - A) (b i) =
      ‖s‖ ^ 2 • (B - A) (b i) + ⟪s, b i⟫_ℝ • (y - B s) := by
    intro i
    rw [← h (b i)]
    change ‖s‖ ^ 2 • (Bp (b i) - A (b i)) = ‖s‖ ^ 2 • (B (b i) - A (b i)) + _
    module
  have e := sum_norm_sq_rank_one b (B - A) (‖s‖ ^ 2) s (y - B s)
  rw [← sum_congr rfl fun i _ => congrArg (fun u : G => ‖u‖ ^ 2) (key i)] at e
  simp only [norm_smul, mul_pow, norm_pow, norm_norm, ← mul_sum] at e
  rw [← frob_sq, ← frob_sq] at e
  -- the secant defect `y - A s` is the old error along `s` plus the mismatch `y - B s`
  have split : y - A s = (B - A) s + (y - B s) := by
    change y - A s = (B s - A s) + (y - B s)
    abel
  have hres := norm_add_sq_real ((B - A) s) (y - B s)
  rw [← split] at hres
  apply mul_left_cancel₀ (pow_ne_zero 2 (norm_ne_zero_iff.mpr hs))
  linear_combination e - ‖s‖ ^ 2 * hres

variable {F : E → G} {F' : E → E →L[ℝ] G} {D : Set E} {L : ℝ≥0} {p x x' : E}

/-- For `F z = L z² / 2` on the line, with derivative `L z`, an update started from `B = 0` at
distinct points `x, x' ≥ 0` has Frobenius norm exactly `L` times the mean of `x` and `x'`. -/
theorem mean_distance_sharp (b : OrthonormalBasis ι ℝ ℝ) (L : ℝ≥0) {x x' : ℝ}
    (hx : 0 ≤ x) (hx' : 0 ≤ x') (hne : x' ≠ x) {Bp : ℝ →L[ℝ] ℝ}
    (h : IsGoodBroydenUpdate 0 (x' - x) (L / 2 * x' ^ 2 - L / 2 * x ^ 2) Bp) :
    (∀ z : ℝ, HasDerivAt (fun z : ℝ => L / 2 * z ^ 2) (L * z) z) ∧
      frob b Bp = L * ((x + x') / 2) := by
  constructor
  · intro z
    exact ((hasDerivAt_pow 2 z).const_mul ((L : ℝ) / 2)).congr_deriv (by norm_num <;> ring)
  · have hs : x' - x ≠ 0 := sub_ne_zero.mpr hne
    have h0 : frob b (0 : ℝ →L[ℝ] ℝ) = 0 := by simp [frob]
    have hz : ∀ v, (0 : ℝ →L[ℝ] ℝ) v = 0 := fun _ => rfl
    have e := error_balance b 0 hs h
    simp only [sub_zero, h0, hz, Real.norm_eq_abs, sq_abs] at e
    refine (sq_eq_sq₀ (Real.sqrt_nonneg _) (by positivity)).1 ?_
    apply mul_left_cancel₀ (pow_ne_zero 2 hs)
    linear_combination e

end

end BroydenBoundedDeterioration
```

The error:

```
Main.lean:96:4: error: ring failed, ring expressions not equal
ι : Type u_3
inst✝ : Fintype ι
b : OrthonormalBasis ι ℝ ℝ
L : ℝ≥0
x x' : ℝ
hx : 0 ≤ x
hx' : 0 ≤ x'
hne : x' ≠ x
Bp : ℝ →L[ℝ] ℝ
h : IsGoodBroydenUpdate 0 (x' - x) (↑L / 2 * x' ^ 2 - ↑L / 2 * x ^ 2) Bp
hs : x' - x ≠ 0
h0 : frob b 0 = 0
hz : ∀ (v : ℝ), 0 v = 0
e : (x' - x) ^ 2 * frob b Bp ^ 2 + 0 ^ 2 = (x' - x) ^ 2 * 0 ^ 2 + (↑L / 2 * x' ^ 2 - ↑L / 2 * x ^ 2) ^ 2
⊢ -(x' * x * √(∑ i, ‖Bp (b i)‖ ^ 2) ^ 2 * 2) + x' * x * frob b Bp ^ 2 * 2 + x' ^ 2 * √(∑ i, ‖Bp (b i)‖ ^ 2) ^ 2 -
          x' ^ 2 * frob b Bp ^ 2 +
        x ^ 2 * √(∑ i, ‖Bp (b i)‖ ^ 2) ^ 2 -
      x ^ 2 * frob b Bp ^ 2 =
    0
```

The change, after which it compiles:

```diff
@@ -86,5 +86,5 @@
   constructor
   · intro z
-    exact ((hasDerivAt_pow 2 z).const_mul ((L : ℝ) / 2)).congr_deriv (by norm_num <;> ring)
+    exact ((hasDerivAt_pow 2 z).const_mul ((L : ℝ) / 2)).congr_deriv (by norm_num; ring)
   · have hs : x' - x ≠ 0 := sub_ne_zero.mpr hne
     have h0 : frob b (0 : ℝ →L[ℝ] ℝ) = 0 := by simp [frob]
@@ -92,5 +92,6 @@
     have e := error_balance b 0 hs h
     simp only [sub_zero, h0, hz, Real.norm_eq_abs, sq_abs] at e
-    refine (sq_eq_sq₀ (Real.sqrt_nonneg _) (by positivity)).1 ?_
+    have hn : 0 ≤ frob b Bp := Real.sqrt_nonneg _
+    refine (sq_eq_sq₀ hn (by positivity)).1 ?_
     apply mul_left_cancel₀ (pow_ne_zero 2 hs)
     linear_combination e
```

The message says that `ring`, called by `linear_combination e`, could not close the final identity. What remains is (x′ − x)² times the difference between `√(∑ i, ‖Bp (b i)‖ ^ 2) ^ 2` and `frob b Bp ^ 2`. These are equal by the definition of `frob`, but `ring` does not unfold that definition and treats the root and `frob b Bp` as unrelated quantities.

The root entered through `Real.sqrt_nonneg _`, whose type speaks of a square root. Passed directly to `sq_eq_sq₀`, it made the left-hand side of the new goal a root, which Lean matched with `frob b Bp` by unfolding. The hypothesis `e` still used `frob b Bp`.

The repair first records the same fact as `hn : 0 ≤ frob b Bp`. With `hn` as the argument, the squared goal keeps the name `frob b Bp`, in agreement with `e`, and the algebra closes. Replacing `norm_num <;> ring` by `norm_num; ring` in the derivative part is mere tidying.
